# For real $c$, the ring coupling $-i\sigma_r\,d/d\varphi + ic\,\sigma_\varphi$ is symmetric on $C^1$ periodic spinors exactly when $c=-1/2$

An electron in a plane with Rashba spin-orbit coupling of constant strength $\alpha$ has the term $\alpha(\sigma_x k_y-\sigma_y k_x)$ in its Hamiltonian. In polar coordinates this term is

$$\alpha\left(i\sigma_\varphi\,\partial_r-\frac{i}{r}\,\sigma_r\,\partial_\varphi\right),\qquad
\sigma_r=\cos\varphi\,\sigma_x+\sin\varphi\,\sigma_y,\quad
\sigma_\varphi=-\sin\varphi\,\sigma_x+\cos\varphi\,\sigma_y .$$

To describe a narrow ring of radius $R$, suppose we set $r=R$ and delete the radial derivative. What remains is $-i\sigma_r\,d/d\varphi$ in units of $\alpha/R$. In the normalised state $(1,\,ie^{i\varphi})/\sqrt{4\pi}$ its expectation value is $i/2$. The mean value of an energy term has become imaginary, so time evolution does not conserve the norm of this state. The eigenvalues give no such sign: those of $-i\sigma_r\,d/d\varphi$ on periodic spinors are $\pm\sqrt{m(m+1)}$ with $m$ an integer, all real.

The fault also appears in a numerical basis. Between the normalised states $(e^{im\varphi},0)/\sqrt{2\pi}$ and $(0,e^{i(m+1)\varphi})/\sqrt{2\pi}$, with $m$ an integer, the two off-diagonal elements are $m+1$ and $m$. In a Hermitian matrix they would be complex conjugates, and so equal when real. For this one-electron, one-dimensional model, an eigensolver that reads only one triangle of the matrix would therefore diagonalise a different operator without any warning.

## The missing term and its coefficient

Let

$$H_c=-i\sigma_r\frac{d}{d\varphi}+ic\,\sigma_\varphi,\qquad c\in\mathbb R .$$

The constant $c$ stands for what the radial motion leaves behind after it has been averaged out. The claim is that $\langle\chi,H_c\psi\rangle=\langle H_c\chi,\psi\rangle$ for all continuously differentiable, $2\pi$-periodic two-component spinors $\chi,\psi$ if and only if $c=-1/2$. The inner product is $\langle\chi,\psi\rangle=\int_0^{2\pi}\chi^\dagger\psi\,d\varphi$.

Differentiating the definition gives $\sigma_r'=\sigma_\varphi$, and both matrices are Hermitian. The product rule gives

$$\frac{d}{d\varphi}\left(-i\chi^\dagger\sigma_r\psi\right)
=-i\chi'^\dagger\sigma_r\psi-i\chi^\dagger\sigma_\varphi\psi-i\chi^\dagger\sigma_r\psi' .$$

The two sides of the symmetry condition have the integrands

$$\chi^\dagger(H_c\psi)=-i\chi^\dagger\sigma_r\psi'+ic\,\chi^\dagger\sigma_\varphi\psi,\qquad
(H_c\chi)^\dagger\psi=i\chi'^\dagger\sigma_r\psi-ic\,\chi^\dagger\sigma_\varphi\psi .$$

Subtracting the second from the first and comparing with the derivative above, we find

$$\frac{d}{d\varphi}\left(-i\chi^\dagger\sigma_r\psi\right)
=\chi^\dagger(H_c\psi)-(H_c\chi)^\dagger\psi-i(2c+1)\,\chi^\dagger\sigma_\varphi\psi .$$

Now integrate over one turn. Since $\chi$, $\psi$ and $\sigma_r$ are periodic, the left side integrates to zero, and

$$\langle\chi,H_c\psi\rangle-\langle H_c\chi,\psi\rangle=i(2c+1)\,\langle\chi,\sigma_\varphi\psi\rangle .$$

For $c=-1/2$ the right side vanishes for every pair of spinors.

For the converse, one state is enough. Take $\chi=\psi=(1,\,ie^{i\varphi})$. The off-diagonal entries of $\sigma_\varphi$ are $-ie^{-i\varphi}$ (upper right) and $ie^{i\varphi}$ (lower left), so $\sigma_\varphi\psi=\psi$. The squared norm is $\int_0^{2\pi}2\,d\varphi=4\pi$, and the defect is $4\pi i(2c+1)$. It is zero only at $c=-1/2$. For the normalised state the defect is $i(2c+1)$, twice the imaginary expectation value.

The correct operator is also the symmetrised product, because

$$-\frac i2\left[\sigma_r\psi'+(\sigma_r\psi)'\right]=-i\sigma_r\psi'-\frac i2\,\sigma_\varphi\psi=H_{-1/2}\psi .$$

## Open ends and other matrix coefficients

Smoothness alone does not give symmetry, even at $c=-1/2$. Take $\chi=(1,0)$ and $\psi=(0,\varphi)$ on $[0,2\pi]$. Then $\chi^\dagger\sigma_r\psi=\varphi e^{-i\varphi}$, and the boundary term leaves a defect of $-2\pi i$. Some condition at the ends is needed; periodicity is one that works, and antiperiodicity of both spinors is another.

The same calculation applies to $-iA\,d/d\varphi+ic\,A'$, where $A(\varphi)$ is any continuously differentiable, periodic, Hermitian matrix. Its defect is $i(2c+1)\langle\chi,A'\psi\rangle$, so $c=-1/2$ again gives symmetry. If $A$ is not constant, every other real $c$ is excluded by a spinor concentrated near a point where $A'\neq0$, with its spin part an eigenvector of $A'$ at that point with nonzero eigenvalue. This is the ordering question for a $k$-linear term with a position-dependent coefficient; the Lean development below treats only $A=\sigma_r$.

## Spinors, matrices and the inner product in Lean

```lean
import Mathlib

open Matrix Complex

namespace HermitianRingCoupling

noncomputable section

/-- The Pauli matrix `σ_x`. -/
def pauliX : Matrix (Fin 2) (Fin 2) ℂ := !![0, 1; 1, 0]

/-- The Pauli matrix `σ_y`. -/
def pauliY : Matrix (Fin 2) (Fin 2) ℂ := !![0, -I; I, 0]
```

The index type `Fin 2` labels the spin components, with `0` for up and `1` for down along $z$. The two rotating matrices are functions of a real angle, whose cosine and sine are converted to complex numbers.

```lean
/-- The radial spin matrix `σ_r = cos φ σ_x + sin φ σ_y`. -/
def sigmaR (φ : ℝ) : Matrix (Fin 2) (Fin 2) ℂ :=
  (Real.cos φ : ℂ) • pauliX + (Real.sin φ : ℂ) • pauliY

/-- The azimuthal spin matrix `σ_φ = -sin φ σ_x + cos φ σ_y`. -/
def sigmaPhi (φ : ℝ) : Matrix (Fin 2) (Fin 2) ℂ :=
  (-(Real.sin φ : ℂ)) • pauliX + (Real.cos φ : ℂ) • pauliY
```

Here `sigmaPhi` is defined by its own formula; that it is the derivative of `sigmaR` is proved below.

```lean
/-- A spinor on the ring: continuously differentiable and `2π`-periodic. -/
def IsRingSpinor (ψ : ℝ → Fin 2 → ℂ) : Prop :=
  ContDiff ℝ 1 ψ ∧ Function.Periodic ψ (2 * Real.pi)
```

A spinor is a function on the whole real line. Requiring it to be both $C^1$ and periodic therefore makes its value and its first derivative match where the ring closes.

```lean
/-- The inner product `∫ χ† ψ dφ` over one turn of the ring. -/
def ringInner (χ ψ : ℝ → Fin 2 → ℂ) : ℂ :=
  ∫ φ in (0 : ℝ)..(2 * Real.pi), star (χ φ) ⬝ᵥ ψ φ
```

In `ringInner`, `star` is complex conjugation of the components and `⬝ᵥ` is the sum over spin, so the integrand is $\chi^\dagger\psi$. The measure is $d\varphi$; the constant factor $R$ of the arc length would not affect symmetry.

```lean
/-- The ring coupling `-i σ_r d/dφ + i c σ_φ` acting on a spinor. -/
def ringOp (c : ℝ) (ψ : ℝ → Fin 2 → ℂ) (φ : ℝ) : Fin 2 → ℂ :=
  (-I) • (sigmaR φ *ᵥ deriv ψ φ) + (I * (c : ℂ)) • (sigmaPhi φ *ᵥ ψ φ)
```

`ringOp c` is $H_c$ in units of $\alpha/R$, with `*ᵥ` for a matrix acting on a vector. The type of `c` fixes it as a real number.

```lean
/-- The ring coupling is symmetric on continuously differentiable periodic spinors. -/
def IsSymmetricOnRing (c : ℝ) : Prop :=
  ∀ χ ψ, IsRingSpinor χ → IsRingSpinor ψ →
    ringInner χ (ringOp c ψ) = ringInner (ringOp c χ) ψ
```

`IsSymmetricOnRing c` is the symmetry condition for all pairs of ring spinors. It is a statement about matrix elements on this domain and makes no claim of self-adjointness, which also involves the domain of the adjoint. The passage from a ring of finite width to the form $H_c$ is likewise assumed: the theorems start from the one-dimensional operator.

## The product rule and the local balance

```lean
/-- Entry by entry, `σ_φ` is the derivative of `σ_r` with respect to the angle. -/
theorem hasDerivAt_sigmaR (φ : ℝ) (i j : Fin 2) :
    HasDerivAt (fun t => sigmaR t i j) (sigmaPhi φ i j) φ := by
  have hc := (Real.hasDerivAt_cos φ).ofReal_comp
  have hs := (Real.hasDerivAt_sin φ).ofReal_comp
  rw [Complex.ofReal_neg] at hc
  exact (hc.mul_const (pauliX i j)).fun_add (hs.mul_const (pauliY i j))
```

This is $\sigma_r'=\sigma_\varphi$, entry by entry, from the derivatives of cosine and sine.

```lean
/-- Product rule for a differentiable spinor: `(σ_r ψ)' = σ_φ ψ + σ_r ψ'`. -/
theorem hasDerivAt_sigmaR_mulVec {ψ : ℝ → Fin 2 → ℂ} {ψ' : Fin 2 → ℂ} {φ : ℝ}
    (hψ : HasDerivAt ψ ψ' φ) :
    HasDerivAt (fun t => sigmaR t *ᵥ ψ t) (sigmaPhi φ *ᵥ ψ φ + sigmaR φ *ᵥ ψ') φ := by
  refine hasDerivAt_pi.2 fun i => ?_
  have hp := hasDerivAt_pi.1 hψ
  have h := ((hasDerivAt_sigmaR φ i 0).fun_mul (hp 0)).fun_add
    ((hasDerivAt_sigmaR φ i 1).fun_mul (hp 1))
  convert h using 1
  · funext t
    simp only [Matrix.mulVec, dotProduct, Fin.sum_univ_two]
  · simp only [Pi.add_apply, Matrix.mulVec, dotProduct, Fin.sum_univ_two]
    ring
```

Each component of $\sigma_r\psi$ is a sum of two products. The proof differentiates both products and then matches the result with $\sigma_\varphi\psi+\sigma_r\psi'$.

```lean
/-- Local balance for differentiable spinors: the derivative of `-i χ† σ_r ψ` is the local
Hermiticity defect of the ring coupling minus `i (2c + 1) χ† σ_φ ψ`. -/
theorem hasDerivAt_current (c : ℝ) {χ ψ : ℝ → Fin 2 → ℂ} {φ : ℝ}
    (hχ : DifferentiableAt ℝ χ φ) (hψ : DifferentiableAt ℝ ψ φ) :
    HasDerivAt (fun t => -I * (star (χ t) ⬝ᵥ (sigmaR t *ᵥ ψ t)))
      (star (χ φ) ⬝ᵥ ringOp c ψ φ - star (ringOp c χ φ) ⬝ᵥ ψ φ
        - I * (2 * c + 1) * (star (χ φ) ⬝ᵥ (sigmaPhi φ *ᵥ ψ φ))) φ := by
  have hx := hasDerivAt_pi.1 hχ.hasDerivAt
  have hy := hasDerivAt_pi.1 (hasDerivAt_sigmaR_mulVec hψ.hasDerivAt)
  have h := (((hx 0).star.fun_mul (hy 0)).fun_add
    ((hx 1).star.fun_mul (hy 1))).const_mul (-I)
  convert h using 1
  · rfl
  · funext t
    simp only [dotProduct, Fin.sum_univ_two, Pi.star_apply]
  · -- both sides agree because `σ_r` and `σ_φ` are Hermitian matrices
    simp only [ringOp, sigmaR, sigmaPhi]
    generalize Real.cos φ = a
    generalize Real.sin φ = s
    simp [pauliX, pauliY, Matrix.mulVec, dotProduct, Fin.sum_univ_two]
    ring
```

This is the local balance derived above. The name `current` is loose: for $\chi=\psi$, the probability current of the coupling is $\psi^\dagger\sigma_r\psi$ in the present units, and the quantity differentiated here carries an extra factor $-i$. After the product rule, the proof replaces $\cos\varphi$ and $\sin\varphi$ by arbitrary real numbers `a` and `s` and expands both sides. The identity holds for any such values, since it uses only that the two matrices are Hermitian and not $\sin^2\varphi+\cos^2\varphi=1$.

## Integration around the ring

```lean
/-- The matrix `σ_φ` depends continuously on the angle. -/
theorem continuous_sigmaPhi : Continuous sigmaPhi :=
  ((Complex.continuous_ofReal.comp Real.continuous_sin).neg.smul continuous_const).add
    ((Complex.continuous_ofReal.comp Real.continuous_cos).smul continuous_const)

/-- The ring coupling maps ring spinors to continuous spinors. -/
theorem continuous_ringOp (c : ℝ) {ψ : ℝ → Fin 2 → ℂ} (hψ : IsRingSpinor ψ) :
    Continuous (ringOp c ψ) := by
  have hR : Continuous sigmaR :=
    ((Complex.continuous_ofReal.comp Real.continuous_cos).smul continuous_const).add
      ((Complex.continuous_ofReal.comp Real.continuous_sin).smul continuous_const)
  exact ((hR.matrix_mulVec (contDiff_one_iff_deriv.1 hψ.1).2).const_smul (-I)).add
    ((continuous_sigmaPhi.matrix_mulVec hψ.1.continuous).const_smul (I * (c : ℂ)))
```

These two lemmas supply continuity. For `ringOp` it relies on the continuous first derivative of the spinor.

```lean
/-- For ring spinors the Hermiticity defect of the ring coupling is
`i (2c + 1) ⟨χ, σ_φ ψ⟩`. -/
theorem hermiticity_defect (c : ℝ) {χ ψ : ℝ → Fin 2 → ℂ}
    (hχ : IsRingSpinor χ) (hψ : IsRingSpinor ψ) :
    ringInner χ (ringOp c ψ) - ringInner (ringOp c χ) ψ
      = I * (2 * c + 1) * ringInner χ (fun φ => sigmaPhi φ *ᵥ ψ φ) := by
  have dens : ∀ {f g : ℝ → Fin 2 → ℂ}, Continuous f → Continuous g →
      Continuous fun φ => star (f φ) ⬝ᵥ g φ := by
    intro f g hf hg
    simp only [dotProduct, Fin.sum_univ_two, Pi.star_apply]
    fun_prop
  have hA := dens hχ.1.continuous (continuous_ringOp c hψ)
  have hB := dens (continuous_ringOp c hχ) hψ.1.continuous
  have hG := dens hχ.1.continuous (continuous_sigmaPhi.matrix_mulVec hψ.1.continuous)
  have hAB : IntervalIntegrable
      (fun φ => star (χ φ) ⬝ᵥ ringOp c ψ φ - star (ringOp c χ φ) ⬝ᵥ ψ φ)
      MeasureTheory.volume 0 (2 * Real.pi) := (hA.sub hB).intervalIntegrable _ _
  have hK : IntervalIntegrable
      (fun φ => I * (2 * c + 1) * (star (χ φ) ⬝ᵥ (sigmaPhi φ *ᵥ ψ φ)))
      MeasureTheory.volume 0 (2 * Real.pi) :=
    (continuous_const.mul hG).intervalIntegrable _ _
  -- integrate the local balance over one turn
  have h := intervalIntegral.integral_eq_sub_of_hasDerivAt (a := 0) (b := 2 * Real.pi)
    (fun φ _ => hasDerivAt_current c ((contDiff_one_iff_deriv.1 hχ.1).1 φ)
      ((contDiff_one_iff_deriv.1 hψ.1).1 φ))
    (hAB.sub hK)
  rw [intervalIntegral.integral_sub hAB hK,
    intervalIntegral.integral_sub (hA.intervalIntegrable _ _) (hB.intervalIntegrable _ _),
    intervalIntegral.integral_const_mul] at h
  -- the boundary term vanishes by periodicity
  have e1 : χ (2 * Real.pi) = χ 0 := by simpa using hχ.2 0
  have e2 : ψ (2 * Real.pi) = ψ 0 := by simpa using hψ.2 0
  have e3 : sigmaR (2 * Real.pi) = sigmaR 0 := by
    simp only [sigmaR, Real.cos_two_pi, Real.sin_two_pi, Real.cos_zero, Real.sin_zero]
  rw [e1, e2, e3, sub_self] at h
  exact sub_eq_zero.1 h
```

The local lemma `dens` shows that $f^\dagger g$ is continuous when $f$ and $g$ are, so every integrand in the balance is integrable. The fundamental theorem of calculus then gives `h`, the integrated balance. The equalities `e1`, `e2` and `e3` identify the values of $\chi$, $\psi$ and $\sigma_r$ at $2\pi$ with those at $0$, which removes the boundary term.

## The state that detects a wrong coefficient

```lean
/-- The spinor `(1, i e^{iφ})`, written with sine and cosine. -/
def azimuthalSpinor (φ : ℝ) : Fin 2 → ℂ :=
  ![1, -(Real.sin φ : ℂ) + (Real.cos φ : ℂ) * I]

/-- The spinor `(1, i e^{iφ})` is continuously differentiable and `2π`-periodic. -/
theorem azimuthalSpinor_isRingSpinor : IsRingSpinor azimuthalSpinor := by
  constructor
  · refine contDiff_pi.2 fun i => ?_
    fin_cases i
    · exact contDiff_const
    · exact (Complex.ofRealCLM.contDiff.comp Real.contDiff_sin).neg.add
        ((Complex.ofRealCLM.contDiff.comp Real.contDiff_cos).mul contDiff_const)
  · intro φ
    simp only [azimuthalSpinor, Real.sin_add_two_pi, Real.cos_add_two_pi]
```

The second component is $ie^{i\varphi}=-\sin\varphi+i\cos\varphi$. The spinor is unnormalised, with squared norm $4\pi$.

```lean
/-- In the state `(1, i e^{iφ})` the Hermiticity defect equals `4π i (2c + 1)`. -/
theorem azimuthal_defect (c : ℝ) :
    ringInner azimuthalSpinor (ringOp c azimuthalSpinor)
      - ringInner (ringOp c azimuthalSpinor) azimuthalSpinor
      = 4 * Real.pi * I * (2 * c + 1) := by
  have key : ∀ φ, star (azimuthalSpinor φ) ⬝ᵥ (sigmaPhi φ *ᵥ azimuthalSpinor φ) = 2 := by
    intro φ
    have h : (Real.sin φ : ℂ) ^ 2 + (Real.cos φ : ℂ) ^ 2 = 1 := by
      exact_mod_cast Real.sin_sq_add_cos_sq φ
    simp only [azimuthalSpinor, sigmaPhi]
    generalize Real.cos φ = a at h ⊢
    generalize Real.sin φ = s at h ⊢
    simp [pauliX, pauliY, Matrix.mulVec, dotProduct, Fin.sum_univ_two]
    linear_combination 2 * h - 2 * (a : ℂ) ^ 2 * Complex.I_sq
  rw [hermiticity_defect c azimuthalSpinor_isRingSpinor azimuthalSpinor_isRingSpinor]
  simp only [ringInner, key, intervalIntegral.integral_const]
  rw [Complex.real_smul]
  push_cast
  ring
```

The step `key` computes $\psi^\dagger\sigma_\varphi\psi=2$ at every angle, and here $\sin^2\varphi+\cos^2\varphi=1$ does enter. Substituting this constant into the defect formula and integrating gives $4\pi i(2c+1)$.

## The coefficient is fixed

```lean
/-- The ring coupling `-i σ_r d/dφ + i c σ_φ` with real `c` is symmetric on continuously
differentiable `2π`-periodic spinors if and only if `c = -1/2`. -/
theorem symmetric_iff (c : ℝ) : IsSymmetricOnRing c ↔ c = -1 / 2 := by
  constructor
  · intro h
    have hd := azimuthal_defect c
    rw [h _ _ azimuthalSpinor_isRingSpinor azimuthalSpinor_isRingSpinor, sub_self] at hd
    have hpi : (4 * Real.pi * I : ℂ) ≠ 0 :=
      mul_ne_zero (mul_ne_zero (by norm_num) (by exact_mod_cast Real.pi_ne_zero)) I_ne_zero
    have hc : (2 * c + 1 : ℂ) = 0 := (mul_eq_zero.1 hd.symm).resolve_left hpi
    have hr : 2 * c + 1 = 0 := by exact_mod_cast hc
    linarith
  · rintro rfl χ ψ hχ hψ
    have hd := hermiticity_defect (-1 / 2) hχ hψ
    have hz : (2 * ((-1 / 2 : ℝ) : ℂ) + 1) = 0 := by
      push_cast
      ring
    rw [hz, mul_zero, zero_mul] at hd
    exact sub_eq_zero.1 hd
```

In the forward direction, symmetry is applied to the test state, so $4\pi i(2c+1)=0$. Since $4\pi i\neq0$, the other factor vanishes, first as a complex number and then as a real one. In the reverse direction, $c=-1/2$ makes the prefactor in `hermiticity_defect` zero for arbitrary ring spinors.

```lean
/-- The naive coupling `-i σ_r d/dφ` is not symmetric on ring spinors. -/
theorem naive_not_symmetric : ¬ IsSymmetricOnRing 0 := by
  rw [symmetric_iff]
  norm_num
```

The operator from the opening is the case $c=0$, and it fails because $0\neq-1/2$.

```lean
/-- On differentiable spinors the coupling with `c = -1/2` is the symmetrised product
`-(i/2) (σ_r d/dφ + d/dφ σ_r)`. -/
theorem ringOp_eq_symmetrised {ψ : ℝ → Fin 2 → ℂ} {φ : ℝ} (hψ : DifferentiableAt ℝ ψ φ) :
    ringOp (-1 / 2) ψ φ
      = (-(I / 2)) • (sigmaR φ *ᵥ deriv ψ φ + deriv (fun t => sigmaR t *ᵥ ψ t) φ) := by
  rw [(hasDerivAt_sigmaR_mulVec hψ.hasDerivAt).deriv]
  simp only [ringOp]
  push_cast
  module

end

end HermitianRingCoupling
```

The last theorem is the symmetrised form. It holds at each angle where the spinor is differentiable and does not need periodicity. The proof inserts the product rule for $(\sigma_r\psi)'$, after which the two terms containing $\sigma_r\psi'$ combine and half of $\sigma_\varphi\psi$ remains.

```lean
#print axioms HermitianRingCoupling.symmetric_iff
-- 'HermitianRingCoupling.symmetric_iff' depends on axioms: [propext, Classical.choice, Quot.sound]
#print axioms HermitianRingCoupling.naive_not_symmetric
-- 'HermitianRingCoupling.naive_not_symmetric' depends on axioms: [propext, Classical.choice, Quot.sound]
#print axioms HermitianRingCoupling.ringOp_eq_symmetrised
-- 'HermitianRingCoupling.ringOp_eq_symmetrised' depends on axioms: [propext, Classical.choice, Quot.sound]
```
